# Two coupled two-dimensional plasmon sheets attract with an energy proportional to $D^{-5/2}$

Two equal, parallel metallic sheets at separation $D>0$, whose plasmons have squared frequency $c^2q$ at wavenumber $q$ and are coupled by the factor $e^{-qD}$, have the zero-point interaction energy per unit area

$$E(D)=\frac{1}{4\pi}\int_0^\infty q\,\bigl[w(q,e^{-qD})+w(q,-e^{-qD})-2w(q,0)\bigr]\,dq,\qquad w(q,s)=c\sqrt{q(1+s)},$$

in units with $\hbar=1$. For $c>0$ the integrand is integrable, $E(D)<0$, and $E(D)=D^{-5/2}E(1)$. This is Dobson's power law for metallic sheets, obtained here from a given plasmon dispersion and not from a microscopic response theory of the electrons.

The law gives a reference exponent for dispersion corrections in electronic structure. It applies at zero temperature to sheets with undamped plasmons and no retardation, at separations large enough that the form $c^2q$ holds for the wavenumbers that matter, those of order $1/D$. By contrast, a separate elementary integration of a pairwise $-C_6/r^6$ attraction over two thin sheets gives the faster decay $D^{-4}$.

```lean
import Mathlib

open MeasureTheory Set

namespace MetallicSheetDispersion

noncomputable section
```

## Frequencies, coupling and energy

The constant $c$ stands for the carriers' density, charge and mass, which together fix the strength of the restoring force in a sheet. The number $s$ is the coupling to the other sheet, and $s=0$ describes an isolated one. In Lean all these quantities, including $D$, are real numbers in fixed units.

```lean
/-- Plasmon frequency `c √(q (1 + s))` of a two-dimensional sheet at wavenumber `q`,
with coupling `s` to a second sheet; its domain is `q ≥ 0`, `s ≥ -1`. -/
def plasmonFreq (c q s : ℝ) : ℝ := c * √(q * (1 + s))
```

A charge oscillation of wavenumber $q$ in one sheet produces a potential that has decayed by $e^{-qD}$ at the other. If $n_1,n_2$ are the density amplitudes in the two sheets, then

$$\ddot n_1=-c^2q\,(n_1+e^{-qD}n_2),\qquad \ddot n_2=-c^2q\,(e^{-qD}n_1+n_2).$$

The matrix of squared frequencies can be read off. These equations of motion are the physical input, and the file starts from the matrix. The form $c^2q$ is a long-wavelength one, but the model uses it at every $q$.

```lean
/-- Matrix of squared frequencies for the charge oscillations of two equal sheets at
distance `D`, coupled by the Coulomb factor `exp (-q D)`. -/
def couplingMatrix (c q D : ℝ) : Matrix (Fin 2) (Fin 2) ℝ :=
  !![c ^ 2 * q, c ^ 2 * q * Real.exp (-(q * D));
     c ^ 2 * q * Real.exp (-(q * D)), c ^ 2 * q]
```

Each mode contributes $\omega/2$ to the zero-point energy. What matters for the interaction is the change caused by the coupling,

$$\Delta_D(q)=w(q,e^{-qD})+w(q,-e^{-qD})-2w(q,0).$$

```lean
/-- Sum of the two coupled plasmon frequencies at wavenumber `q`, minus its value for
uncoupled sheets. -/
def modeShift (c D q : ℝ) : ℝ :=
  plasmonFreq c q (Real.exp (-(q * D))) + plasmonFreq c q (-Real.exp (-(q * D)))
    - 2 * plasmonFreq c q 0
```

Summing over wavevectors in the plane gives $\frac12\int\frac{d^2q}{(2\pi)^2}\Delta_D=\frac{1}{4\pi}\int_0^\infty q\,\Delta_D(q)\,dq$. The set `Ioi (0 : ℝ)` is the half-line $q>0$.

```lean
/-- Zero-point interaction energy per unit area of two sheets at distance `D > 0`,
in units with `ħ = 1`. -/
def energy (c D : ℝ) : ℝ :=
  1 / (4 * Real.pi) * ∫ q in Ioi (0 : ℝ), q * modeShift c D q
```

The energy could also have been defined by the integral over two-dimensional wavevectors. The weight $q$ and the prefactor $1/(4\pi)$ would then be consequences of a change to polar coordinates, which would need its own proof; here they are part of the definition.

## The two normal modes

The secular determinant is a difference of squares:

$$(c^2q-\omega^2)^2-(c^2q\,e^{-qD})^2=\bigl(c^2q(1+e^{-qD})-\omega^2\bigr)\bigl(c^2q(1-e^{-qD})-\omega^2\bigr).$$

The first factor belongs to the in-phase oscillation and the second to the out-of-phase one. For $q,D\ge0$ we have $e^{-qD}\le1$, so both squared frequencies are non-negative. A frequency $\omega\ge0$ therefore solves the secular equation exactly when it equals $w(q,e^{-qD})$ or $w(q,-e^{-qD})$. This ties the frequencies in the energy to the coupled oscillators.

In the proof, `hdet` is the factorisation, and `sq_eq_sq₀` passes from equal squares to equal non-negative frequencies.

```lean
/-- For non-negative `c`, `q` and `D`, a frequency `ω ≥ 0` solves the secular equation of
the two sheets exactly when it is one of the two coupled plasmon frequencies. -/
theorem secular_equation {c q D ω : ℝ} (hc : 0 ≤ c) (hq : 0 ≤ q) (hD : 0 ≤ D)
    (hω : 0 ≤ ω) :
    (couplingMatrix c q D - ω ^ 2 • (1 : Matrix (Fin 2) (Fin 2) ℝ)).det = 0 ↔
      ω = plasmonFreq c q (Real.exp (-(q * D))) ∨
      ω = plasmonFreq c q (-Real.exp (-(q * D))) := by
  have he0 := Real.exp_pos (-(q * D))
  have he1 : Real.exp (-(q * D)) ≤ 1 :=
    Real.exp_le_one_iff.2 (by have := mul_nonneg hq hD; linarith)
  have hsq : ∀ s : ℝ, 0 ≤ 1 + s → plasmonFreq c q s ^ 2 = c ^ 2 * (q * (1 + s)) := by
    intro s hs
    unfold plasmonFreq
    rw [mul_pow, Real.sq_sqrt (mul_nonneg hq hs)]
  have hnn : ∀ s : ℝ, 0 ≤ plasmonFreq c q s :=
    fun s => mul_nonneg hc (Real.sqrt_nonneg _)
  -- the determinant factors into the even and the odd mode
  have hdet : (couplingMatrix c q D - ω ^ 2 • (1 : Matrix (Fin 2) (Fin 2) ℝ)).det =
      (plasmonFreq c q (Real.exp (-(q * D))) ^ 2 - ω ^ 2) *
      (plasmonFreq c q (-Real.exp (-(q * D))) ^ 2 - ω ^ 2) := by
    rw [hsq _ (by linarith), hsq _ (by linarith)]
    simp [couplingMatrix, Matrix.det_fin_two]
    ring
  rw [hdet, mul_eq_zero, sub_eq_zero, sub_eq_zero, sq_eq_sq₀ (hnn _) hω,
    sq_eq_sq₀ (hnn _) hω]
  exact or_congr eq_comm eq_comm
```

## Coupling lowers the sum of the frequencies

Put $s=e^{-qD}$, which lies strictly between 0 and 1 for $q,D>0$. Then

$$\Delta_D(q)=c\sqrt q\,\bigl(\sqrt{1+s}+\sqrt{1-s}-2\bigr).$$

Since $(1\pm s/2)^2=1\pm s+s^2/4$, we have $\sqrt{1+s}<1+s/2$ and $\sqrt{1-s}<1-s/2$. The bracket is therefore negative. From below, $\sqrt{1+s}\ge1$, and $\sqrt{1-s}\ge1-s$ because $(1-s)^2\le1-s$, so the bracket is at least $-s$. Together,

$$-c\sqrt q\,e^{-qD}\le\Delta_D(q)<0.$$

The lower bound is used only to prove convergence and is not sharp: for small $s$ the terms linear in $s$ cancel, and the bracket is close to $-s^2/4$. The step `hfac` extracts $c\sqrt q$, and `h1` to `h4` are the four square-root bounds in this order.

```lean
/-- For positive `c`, `D` and `q` the coupling lowers the sum of the two plasmon
frequencies, by at most `c √q exp (-q D)`. -/
theorem modeShift_bounds {c D q : ℝ} (hc : 0 < c) (hD : 0 < D) (hq : 0 < q) :
    -(c * √q * Real.exp (-(q * D))) ≤ modeShift c D q ∧ modeShift c D q < 0 := by
  have he0 := Real.exp_pos (-(q * D))
  have he1 : Real.exp (-(q * D)) < 1 :=
    Real.exp_lt_one_iff.2 (by have := mul_pos hq hD; linarith)
  have hfac : modeShift c D q = c * √q *
      (√(1 + Real.exp (-(q * D))) + √(1 + -Real.exp (-(q * D))) - 2) := by
    unfold modeShift plasmonFreq
    rw [Real.sqrt_mul hq.le, Real.sqrt_mul hq.le, Real.sqrt_mul hq.le, add_zero,
      Real.sqrt_one]
    ring
  rw [hfac]
  generalize Real.exp (-(q * D)) = s at he0 he1 ⊢
  have hk : 0 < c * √q := mul_pos hc (Real.sqrt_pos.2 hq)
  -- tangent lines bound the square roots from above
  have h1 : √(1 + s) < 1 + s / 2 :=
    (Real.sqrt_lt' (by linarith)).2 (by nlinarith [mul_pos he0 he0])
  have h2 : √(1 + -s) < 1 - s / 2 :=
    (Real.sqrt_lt' (by linarith)).2 (by nlinarith [mul_pos he0 he0])
  have h3 : 1 ≤ √(1 + s) := (Real.le_sqrt' one_pos).2 (by nlinarith)
  have h4 : 1 - s ≤ √(1 + -s) :=
    (Real.le_sqrt' (by linarith)).2 (by nlinarith [mul_pos he0 (sub_pos.2 he1)])
  constructor
  · have h5 : 0 ≤ √(1 + s) + √(1 + -s) - 2 + s := by linarith
    nlinarith [mul_nonneg hk.le h5]
  · exact mul_neg_of_pos_of_neg hk (by linarith)
```

## The integral converges

Multiplying by $q$ gives

$$|q\,\Delta_D(q)|\le c\,q^{3/2}e^{-qD}.$$

The right-hand side is integrable on $q>0$: it vanishes at the origin and decays exponentially at large $q$. The integrand is continuous, hence measurable, and the comparison finishes the argument. Lean assigns the value 0 to the integral of a non-integrable function, so this result is what makes `energy` the intended quantity.

In the code `hg` is integrability of the majorant, and `Integrable.mono'` is the comparison.

```lean
/-- For `c > 0` and separation `D > 0` the integrand of the interaction energy is
integrable over all wavenumbers `q > 0`. -/
theorem integrand_integrable {c D : ℝ} (hc : 0 < c) (hD : 0 < D) :
    IntegrableOn (fun q => q * modeShift c D q) (Ioi 0) := by
  have hg : IntegrableOn
      (fun q : ℝ => c * (q ^ (3 / 2 : ℝ) * Real.exp (-D * q ^ (1 : ℝ)))) (Ioi 0) :=
    (integrableOn_rpow_mul_exp_neg_mul_rpow (by norm_num) one_pos hD).const_mul c
  have hcont : Continuous (fun q => q * modeShift c D q) := by
    unfold modeShift plasmonFreq
    fun_prop
  refine Integrable.mono' hg hcont.aestronglyMeasurable ?_
  refine (ae_restrict_iff' measurableSet_Ioi).2 (ae_of_all _ fun q hq => ?_)
  have hq' : 0 < q := hq
  obtain ⟨hlow, hneg⟩ := modeShift_bounds hc hD hq'
  have h32 : q ^ (3 / 2 : ℝ) = q * √q := by
    rw [Real.sqrt_eq_rpow, show (3 / 2 : ℝ) = 1 + 1 / 2 by norm_num,
      Real.rpow_add hq', Real.rpow_one]
  rw [Real.norm_eq_abs, abs_of_neg (mul_neg_of_pos_of_neg hq' hneg), h32,
    Real.rpow_one, show -D * q = -(q * D) by ring]
  nlinarith [mul_le_mul_of_nonneg_left hlow hq'.le]
```

## The energy is strictly negative

The function $-q\,\Delta_D(q)$ is integrable and positive at every $q>0$. Its integral is positive because the set on which it is non-zero, the whole half-line, has positive measure. Reversing the sign and multiplying by $1/(4\pi)$ gives $E(D)<0$. The step `hsupp` identifies that set.

```lean
/-- For `c > 0` and `D > 0` the interaction energy of the two sheets is strictly
negative. -/
theorem energy_neg {c D : ℝ} (hc : 0 < c) (hD : 0 < D) : energy c D < 0 := by
  have hpt : ∀ q ∈ Ioi (0 : ℝ), 0 < -(q * modeShift c D q) := fun q hq =>
    neg_pos.2 (mul_neg_of_pos_of_neg hq (modeShift_bounds hc hD hq).2)
  have hint : IntegrableOn (fun q => -(q * modeShift c D q)) (Ioi 0) :=
    (integrand_integrable hc hD).neg
  have hsupp : Function.support (fun q => -(q * modeShift c D q)) ∩ Ioi 0 = Ioi 0 :=
    inter_eq_right.2 fun q hq => (hpt q hq).ne'
  have hpos : 0 < ∫ q in Ioi (0 : ℝ), -(q * modeShift c D q) := by
    refine (setIntegral_pos_iff_support_of_nonneg_ae ?_ hint).2 ?_
    · exact (ae_restrict_iff' measurableSet_Ioi).2
        (ae_of_all _ fun q hq => (hpt q hq).le)
    · rw [hsupp, Real.volume_Ioi]
      simp
  rw [integral_neg] at hpos
  exact mul_neg_of_pos_of_neg (by positivity) (by linarith)
```

## Rescaling the wavenumber gives the exponent

The dispersion satisfies $w(Dq,s)=\sqrt D\,w(q,s)$, and the coupling at unit distance and wavenumber $Dq$ is again $e^{-qD}$. Hence

$$Dq\,\Delta_1(Dq)=D^{3/2}\,q\,\Delta_D(q).$$

Substituting $p=Dq$, with $dp=D\,dq$,

$$\int_0^\infty p\,\Delta_1(p)\,dp=D\int_0^\infty Dq\,\Delta_1(Dq)\,dq=D^{5/2}\int_0^\infty q\,\Delta_D(q)\,dq.$$

Dividing by $D^{5/2}$ gives the power law. Of the exponent $5/2$, the two-dimensional measure $q\,dq$ supplies 2 and the square-root dispersion supplies $1/2$.

The steps `hw` and `hshift` are the two scaling relations, `hsub` is the substitution, and `hpow` writes $D^{-5/2}$ as $(D^2\sqrt D)^{-1}$. The identity needs no sign condition on $c$.

```lean
/-- For `D > 0` the interaction energy at distance `D` is `D ^ (-5/2)` times its value at
unit distance. -/
theorem energy_scaling (c : ℝ) {D : ℝ} (hD : 0 < D) :
    energy c D = D ^ (-(5 / 2) : ℝ) * energy c 1 := by
  have hw : ∀ q s : ℝ, plasmonFreq c (D * q) s = √D * plasmonFreq c q s := by
    intro q s
    unfold plasmonFreq
    rw [mul_assoc D q, Real.sqrt_mul hD.le]
    ring
  have hshift : ∀ q : ℝ, D * q * modeShift c 1 (D * q) =
      D * √D * (q * modeShift c D q) := by
    intro q
    unfold modeShift
    rw [hw, hw, hw, show D * q * 1 = q * D by ring]
    ring
  -- substitute the dimensionless wavenumber `D q`
  have hsub := integral_comp_mul_left_Ioi (fun q => q * modeShift c 1 q) 0 hD
  simp only [hshift, mul_zero, smul_eq_mul] at hsub
  rw [integral_const_mul] at hsub
  have hpow : D ^ (-(5 / 2) : ℝ) = (D ^ 2 * √D)⁻¹ := by
    rw [Real.rpow_neg hD.le, show (5 / 2 : ℝ) = 2 + 1 / 2 by norm_num,
      Real.rpow_add hD, Real.rpow_two, Real.sqrt_eq_rpow]
  have hs : 0 < √D := Real.sqrt_pos.2 hD
  have hI : ∫ q in Ioi (0 : ℝ), q * modeShift c D q =
      (D ^ 2 * √D)⁻¹ * ∫ q in Ioi (0 : ℝ), q * modeShift c 1 q := by
    rw [eq_inv_mul_iff_mul_eq₀ (by positivity)]
    calc _ = D * (D * √D * ∫ q in Ioi (0 : ℝ), q * modeShift c D q) := by ring
      _ = _ := by rw [hsub, mul_inv_cancel_left₀ hD.ne']
  unfold energy
  rw [hI, hpow]
  ring
```

The three statements combine into one theorem, for every $c>0$ and $D>0$.

```lean
/-- Dobson's power law for metallic sheets: for `c > 0` and `D > 0` the energy integrand is
integrable, the energy is strictly negative, and it scales as `D ^ (-5/2)`. -/
theorem dobson_power_law {c D : ℝ} (hc : 0 < c) (hD : 0 < D) :
    IntegrableOn (fun q => q * modeShift c D q) (Ioi 0) ∧
      energy c D < 0 ∧ energy c D = D ^ (-(5 / 2) : ℝ) * energy c 1 :=
  ⟨integrand_integrable hc hD, energy_neg hc hD, energy_scaling c hD⟩
```

## The force between the sheets

Differentiating the power law gives the force per unit area,

$$F(D)=-\frac{dE}{dD}=\frac52\,\frac{E(D)}{D}<0,$$

so the sheets attract. `HasDerivAt` states that the derivative exists at $D$ and equals $-F(D)$. The step `hev` records that the power law holds throughout a neighbourhood of $D$, as differentiation requires.

```lean
/-- For `c > 0` and `D > 0` the force per unit area, minus the derivative of the energy,
equals `(5/2) E(D) / D` and is negative: the sheets attract. -/
theorem attractive_force {c D : ℝ} (hc : 0 < c) (hD : 0 < D) :
    HasDerivAt (energy c) (-(5 / 2 * energy c D / D)) D ∧
      5 / 2 * energy c D / D < 0 := by
  constructor
  · have h := (Real.hasDerivAt_rpow_const (x := D) (p := -(5 / 2))
      (Or.inl hD.ne')).mul_const (energy c 1)
    -- the power law holds in a neighbourhood of `D`
    have hev : energy c =ᶠ[nhds D] fun x => x ^ (-(5 / 2) : ℝ) * energy c 1 := by
      filter_upwards [Ioi_mem_nhds hD] with x hx
      exact energy_scaling c hx
    refine (h.congr_of_eventuallyEq hev).congr_deriv ?_
    rw [energy_scaling c hD, Real.rpow_sub_one hD.ne']
    ring
  · exact div_neg_of_neg_of_pos (by linarith [energy_neg hc hD]) hD

end

end MetallicSheetDispersion
```

```lean
#print axioms MetallicSheetDispersion.secular_equation
#print axioms MetallicSheetDispersion.dobson_power_law
#print axioms MetallicSheetDispersion.attractive_force
```

```
'MetallicSheetDispersion.secular_equation' depends on axioms: [propext, Classical.choice, Quot.sound]
'MetallicSheetDispersion.dobson_power_law' depends on axioms: [propext, Classical.choice, Quot.sound]
'MetallicSheetDispersion.attractive_force' depends on axioms: [propext, Classical.choice, Quot.sound]
```
